# Real-orbital UHF energy of the Hubbard dimer with $t>0$: continuous slope in $U$, jump in curvature at $U=2t$

My model has two sites, $0$ and $1$, with one orthonormal real basis function each, a hopping amplitude $t>0$ entering through $h=\begin{pmatrix}0&-t\\-t&0\end{pmatrix}$, and an on-site repulsion $U>0$ paid when both electrons sit on the same site. It holds one spin-up electron in an orbital $\varphi=(\varphi_0,\varphi_1)$ and one spin-down electron in $\psi=(\psi_0,\psi_1)$, both real and normalised. Restricted Hartree–Fock (RHF) imposes $\varphi=\psi$, and unrestricted Hartree–Fock (UHF) does not.

I was taught that the UHF energy is
$$E_{\rm UHF}(U)=\begin{cases}U/2-2t,&U\le 2t,\\ -2t^2/U,&U>2t,\end{cases}$$
and that at the Coulson–Fischer point $U=2t$ the curve leaves the RHF line with the same slope while its curvature jumps. The derivations I know assume a one-angle form for the orbitals. I would like to see that this is the true minimum, that it is continuously differentiable, and that the second derivative fails to exist at $2t$, with a proof that a machine has checked.

## The energy of a determinant and its minimum

Electrons of opposite spin have no exchange term. The determinant energy is therefore the two hopping energies plus $U$ times the probability of finding both electrons on one site:
$$E(\varphi,\psi)=\varphi\cdot h\varphi+\psi\cdot h\psi+U\sum_i\varphi_i^2\psi_i^2=-2t\,m+U D,$$
with bond order $m=\varphi_0\varphi_1+\psi_0\psi_1$ and double occupancy $D=\varphi_0^2\psi_0^2+\varphi_1^2\psi_1^2$.

For $\varphi=\psi$, the inequality $(\varphi_0-\varphi_1)^2\ge0$ gives $m=2\varphi_0\varphi_1\le1$, and normalisation gives $D=\tfrac12+\tfrac12(\varphi_0^2-\varphi_1^2)^2\ge\tfrac12$. Hence $E\ge U/2-2t$, with equality for the bonding orbital $(1,1)/\sqrt2$.

For independent orbitals $\varphi_0\varphi_1\le\tfrac12$ and $\psi_0\psi_1\le\tfrac12$, so again $m\le1$. Put $a=\varphi_0^2-\varphi_1^2$, $b=\psi_0^2-\psi_1^2$, $p=\varphi_0\varphi_1$, $q=\psi_0\psi_1$. Normalisation gives $\varphi_0^2=(1+a)/2$, $\varphi_1^2=(1-a)/2$ and likewise for $\psi$, so $2D=1+ab$. It also gives $a^2+4p^2=b^2+4q^2=1$, so $1=\tfrac12(a^2+b^2)+2p^2+2q^2$. Substituting,
$$2D-m^2=1+ab-(p+q)^2=\tfrac12(a+b)^2+(p-q)^2\ge0 .$$
Thus $E\ge f(m)$ with $f(m)=\tfrac U2m^2-2tm$ and $m\le1$. For $U\le2t$,
$$f(m)-f(1)=(1-m)\Big(2t-\tfrac U2(1+m)\Big)\ge0,$$
because $\tfrac U2(1+m)\le U\le 2t$, and $f(1)=U/2-2t$ is reached by the RHF state. For $U>2t$,
$$U f(m)+2t^2=\tfrac12(Um-2t)^2\ge0,$$
so $E\ge-2t^2/U$. This bound is reached too. The pair $\varphi=(\cos\theta,\sin\theta)$, $\psi=(\sin\theta,\cos\theta)$ has $m=\sin2\theta$ and $D=\tfrac12\sin^22\theta$, so its energy is $f(\sin2\theta)$, and $\sin2\theta=2t/U$ has a solution since $0\le 2t/U\le1$. The one-angle family only exhibits a minimiser (exchanging $\varphi$ and $\psi$ gives another), and the lower bound holds for all real normalised pairs. For $U>2t$ the gain over RHF is
$$U/2-2t+2t^2/U=(U-2t)^2/(2U)>0 .$$

## Value, slope and curvature at $U=2t$

Both branches take the value $-t$ at $U=2t$. Their derivatives are $\tfrac12$ and $2t^2/U^2$, and the second equals $\tfrac12$ at $U=2t$. Equal one-sided derivatives make the curve differentiable there, and the slope can be written in one formula,
$$E_{\rm UHF}'(U)=\frac{2t^2}{\max(U,2t)^2},$$
which is continuous because the denominator is at least $4t^2>0$. To the left of $2t$ this slope is constant, with derivative $0$. To the right its derivative is $-4t^2/U^3$, which at $U=2t$ is $-4t^2/(8t^3)=-1/(2t)$. A two-sided second derivative would equal both $0$ and $-1/(2t)$, which is impossible.

Within this two-site, two-electron model with real orbitals and $U$ as the only parameter varied, the lowest mean-field energy thus passes the onset of spin polarisation with a continuous first derivative and a discontinuous second one.

```lean
import Mathlib

open Set Matrix

namespace CoulsonFischerDimer

noncomputable section

/-- Hopping matrix of the two-site Hubbard model. -/
def hopping (t : ℝ) : Matrix (Fin 2) (Fin 2) ℝ := !![0, -t; -t, 0]

/-- Energy of the determinant with spin-up orbital `φ` and spin-down orbital `ψ`:
hopping energy of both electrons plus `U` times the double occupancy. -/
def detEnergy (t U : ℝ) (φ ψ : Fin 2 → ℝ) : ℝ :=
  φ ⬝ᵥ hopping t *ᵥ φ + ψ ⬝ᵥ hopping t *ᵥ ψ + U * ∑ i, φ i ^ 2 * ψ i ^ 2

/-- The energy curve `U/2 - 2t` for `U ≤ 2t` and `-2t²/U` beyond. -/
def uhfEnergy (t U : ℝ) : ℝ := if U ≤ 2 * t then U / 2 - 2 * t else -2 * t ^ 2 / U

/-- The slope function `1/2` for `U ≤ 2t` and `2t²/U²` beyond. -/
def uhfSlope (t U : ℝ) : ℝ := if U ≤ 2 * t then 1 / 2 else 2 * t ^ 2 / U ^ 2

/-- The determinant energy written out in orbital coefficients. -/
theorem detEnergy_expand (t U : ℝ) (φ ψ : Fin 2 → ℝ) :
    detEnergy t U φ ψ =
      -2 * t * (φ 0 * φ 1 + ψ 0 * ψ 1) + U * (φ 0 ^ 2 * ψ 0 ^ 2 + φ 1 ^ 2 * ψ 1 ^ 2) := by
  simp [detEnergy, hopping, dotProduct, Matrix.mulVec, Fin.sum_univ_two]
  ring

/-- The orbital pair `(cos θ, sin θ)`, `(sin θ, cos θ)` has energy
`(U/2) sin² 2θ - 2t sin 2θ`. -/
theorem detEnergy_polarised (t U θ : ℝ) :
    detEnergy t U ![Real.cos θ, Real.sin θ] ![Real.sin θ, Real.cos θ] =
      U / 2 * Real.sin (2 * θ) ^ 2 - 2 * t * Real.sin (2 * θ) := by
  rw [detEnergy_expand, Real.sin_two_mul]
  simp only [Matrix.cons_val_zero, Matrix.cons_val_one]
  ring

/-- For `t, U ≥ 0` the lowest energy with both electrons in the same real normalised
orbital is `U/2 - 2t`. -/
theorem rhf_isLeast {t U : ℝ} (ht : 0 ≤ t) (hU : 0 ≤ U) :
    IsLeast {E | ∃ φ : Fin 2 → ℝ, φ ⬝ᵥ φ = 1 ∧ E = detEnergy t U φ φ} (U / 2 - 2 * t) := by
  constructor
  · -- the bonding orbital
    obtain ⟨r, hr⟩ : ∃ r : ℝ, r ^ 2 = 1 / 2 := ⟨Real.sqrt (1 / 2), Real.sq_sqrt (by norm_num)⟩
    refine ⟨fun _ => r, ?_, ?_⟩
    · simp only [dotProduct, Fin.sum_univ_two]
      linarith
    · rw [detEnergy_expand]
      linear_combination (4 * t - 2 * U * (r ^ 2 + 1 / 2)) * hr
  · rintro E ⟨φ, hφ, rfl⟩
    simp only [dotProduct, Fin.sum_univ_two] at hφ
    have h1 : φ 0 ^ 2 + φ 1 ^ 2 = 1 := by linarith
    have hm : 0 ≤ 1 - (φ 0 * φ 1 + φ 0 * φ 1) := by nlinarith [sq_nonneg (φ 0 - φ 1)]
    have hD : φ 0 ^ 2 * φ 0 ^ 2 + φ 1 ^ 2 * φ 1 ^ 2
        = 1 / 2 + (φ 0 ^ 2 - φ 1 ^ 2) ^ 2 / 2 := by
      linear_combination ((φ 0 ^ 2 + φ 1 ^ 2 + 1) / 2) * h1
    rw [detEnergy_expand, hD]
    nlinarith [mul_nonneg ht hm, mul_nonneg hU (sq_nonneg (φ 0 ^ 2 - φ 1 ^ 2))]

/-- For `t ≥ 0` and `U > 0` the lowest energy over all pairs of real normalised orbitals
is `uhfEnergy t U`. -/
theorem uhf_isLeast {t U : ℝ} (ht : 0 ≤ t) (hU : 0 < U) :
    IsLeast {E | ∃ φ ψ : Fin 2 → ℝ, φ ⬝ᵥ φ = 1 ∧ ψ ⬝ᵥ ψ = 1 ∧ E = detEnergy t U φ ψ}
      (uhfEnergy t U) := by
  constructor
  · unfold uhfEnergy
    split_ifs with h
    · obtain ⟨φ, hφ, hE⟩ := (rhf_isLeast ht hU.le).1
      exact ⟨φ, φ, hφ, hφ, hE⟩
    · -- polarised pair with sin 2θ = 2t/U
      have h0 : 0 ≤ 2 * t / U := by positivity
      have h1 : 2 * t / U ≤ 1 := by
        rw [div_le_iff₀ hU]
        linarith [not_le.mp h]
      obtain ⟨θ, hθ⟩ : ∃ θ : ℝ, Real.sin (2 * θ) = 2 * t / U := by
        refine ⟨Real.arcsin (2 * t / U) / 2, ?_⟩
        have : 2 * (Real.arcsin (2 * t / U) / 2) = Real.arcsin (2 * t / U) := by ring
        rw [this, Real.sin_arcsin (by linarith) h1]
      refine ⟨![Real.cos θ, Real.sin θ], ![Real.sin θ, Real.cos θ], ?_, ?_, ?_⟩
      · simp only [dotProduct, Fin.sum_univ_two, Matrix.cons_val_zero, Matrix.cons_val_one]
        linarith [Real.sin_sq_add_cos_sq θ]
      · simp only [dotProduct, Fin.sum_univ_two, Matrix.cons_val_zero, Matrix.cons_val_one]
        linarith [Real.sin_sq_add_cos_sq θ]
      · have hi : U * U⁻¹ = 1 := mul_inv_cancel₀ hU.ne'
        rw [detEnergy_polarised, hθ]
        linear_combination (-2 * t ^ 2 * U⁻¹) * hi
  · rintro E ⟨φ, ψ, hφ, hψ, rfl⟩
    simp only [dotProduct, Fin.sum_univ_two] at hφ hψ
    have h1 : φ 0 ^ 2 + φ 1 ^ 2 = 1 := by linarith
    have h2 : ψ 0 ^ 2 + ψ 1 ^ 2 = 1 := by linarith
    have hm : φ 0 * φ 1 + ψ 0 * ψ 1 ≤ 1 := by
      nlinarith [sq_nonneg (φ 0 - φ 1), sq_nonneg (ψ 0 - ψ 1)]
    -- double occupancy is bounded below by half the squared bond order
    have hid : 2 * (φ 0 ^ 2 * ψ 0 ^ 2 + φ 1 ^ 2 * ψ 1 ^ 2) - (φ 0 * φ 1 + ψ 0 * ψ 1) ^ 2
        = (φ 0 ^ 2 - φ 1 ^ 2 + (ψ 0 ^ 2 - ψ 1 ^ 2)) ^ 2 / 2 + (φ 0 * φ 1 - ψ 0 * ψ 1) ^ 2 := by
      linear_combination (-(φ 0 ^ 2 + φ 1 ^ 2 - (ψ 0 ^ 2 + ψ 1 ^ 2)) / 2) * (h1 - h2)
    have hD : 0 ≤ 2 * (φ 0 ^ 2 * ψ 0 ^ 2 + φ 1 ^ 2 * ψ 1 ^ 2) - (φ 0 * φ 1 + ψ 0 * ψ 1) ^ 2 := by
      rw [hid]
      positivity
    rw [detEnergy_expand]
    generalize φ 0 * φ 1 + ψ 0 * ψ 1 = m at hm hD ⊢
    generalize φ 0 ^ 2 * ψ 0 ^ 2 + φ 1 ^ 2 * ψ 1 ^ 2 = D at hD ⊢
    have hUD := mul_nonneg hU.le hD
    unfold uhfEnergy
    split_ifs with h
    · have ha : 0 ≤ 1 - m := by linarith
      have hb : 0 ≤ 2 * t - U * (1 + m) / 2 := by nlinarith [mul_nonneg hU.le ha]
      nlinarith [mul_nonneg ha hb]
    · rw [div_le_iff₀ hU]
      nlinarith [mul_nonneg hU.le hUD, sq_nonneg (U * m - 2 * t)]

/-- For `t > 0` the energy curve lies strictly below `U/2 - 2t` exactly when `U > 2t`. -/
theorem uhf_lt_rhf_iff {t U : ℝ} (ht : 0 < t) :
    uhfEnergy t U < U / 2 - 2 * t ↔ 2 * t < U := by
  unfold uhfEnergy
  constructor
  · intro h
    by_contra hc
    rw [if_pos (not_lt.mp hc)] at h
    exact lt_irrefl _ h
  · intro h
    have hU : 0 < U := by linarith
    rw [if_neg (not_le.mpr h), div_lt_iff₀ hU]
    nlinarith [mul_pos (sub_pos.mpr h) (sub_pos.mpr h)]

/-- For `t > 0` the slope function equals `2t² / max(U, 2t)²`. -/
theorem uhfSlope_eq {t : ℝ} (ht : 0 < t) (U : ℝ) :
    uhfSlope t U = 2 * t ^ 2 / (max U (2 * t)) ^ 2 := by
  unfold uhfSlope
  split_ifs with h
  · rw [max_eq_right h, div_eq_div_iff (by positivity) (by positivity)]
    ring
  · rw [max_eq_left (not_le.mp h).le]

/-- For `t > 0` the energy curve has derivative `uhfSlope t U` at every `U`. -/
theorem hasDerivAt_uhfEnergy {t : ℝ} (ht : 0 < t) (U : ℝ) :
    HasDerivAt (uhfEnergy t) (uhfSlope t U) U := by
  have left : U ≤ 2 * t → HasDerivWithinAt (uhfEnergy t) (uhfSlope t U) (Iic (2 * t)) U := by
    intro h
    have hd : HasDerivAt (fun x : ℝ => x / 2 - 2 * t) (1 / 2) U :=
      ((hasDerivAt_id' U).div_const 2).sub_const (2 * t)
    have hs : uhfSlope t U = 1 / 2 := if_pos h
    rw [hs]
    exact hd.hasDerivWithinAt.congr (fun x hx => if_pos (mem_Iic.mp hx)) (if_pos h)
  have right : 2 * t ≤ U → HasDerivWithinAt (uhfEnergy t) (uhfSlope t U) (Ici (2 * t)) U := by
    intro h
    have hU : U ≠ 0 := ne_of_gt (by linarith)
    have hd : HasDerivAt (fun x : ℝ => -2 * t ^ 2 / x) (2 * t ^ 2 / U ^ 2) U :=
      ((hasDerivAt_const U (-2 * t ^ 2)).fun_div (hasDerivAt_id' U) hU).congr_deriv (by ring)
    -- both branches agree at 2t
    have he : ∀ x ∈ Ici (2 * t), uhfEnergy t x = -2 * t ^ 2 / x := by
      intro x hx
      unfold uhfEnergy
      split_ifs with hx'
      · rw [le_antisymm hx' (mem_Ici.mp hx), eq_div_iff (by positivity)]
        ring
      · rfl
    rw [uhfSlope_eq ht, max_eq_left h]
    exact hd.hasDerivWithinAt.congr he (he U (mem_Ici.mpr h))
  rcases lt_trichotomy U (2 * t) with h | h | h
  · exact (left h.le).hasDerivAt (Iic_mem_nhds h)
  · have hu := (left h.le).union (right h.ge)
    rwa [Iic_union_Ici, hasDerivWithinAt_univ] at hu
  · exact (right h.le).hasDerivAt (Ici_mem_nhds h)

/-- For `t > 0` the energy curve is continuously differentiable in `U`; at `U = 2t` its
derivative has left slope `0` and right slope `-1/(2t)`, and is not differentiable. -/
theorem coulson_fischer_kink {t : ℝ} (ht : 0 < t) :
    ContDiff ℝ 1 (uhfEnergy t) ∧
      HasDerivWithinAt (deriv (uhfEnergy t)) 0 (Iic (2 * t)) (2 * t) ∧
      HasDerivWithinAt (deriv (uhfEnergy t)) (-1 / (2 * t)) (Ici (2 * t)) (2 * t) ∧
      ¬ DifferentiableAt ℝ (deriv (uhfEnergy t)) (2 * t) := by
  have h2 : 0 < 2 * t := by linarith
  have hder : deriv (uhfEnergy t) = fun U => 2 * t ^ 2 / (max U (2 * t)) ^ 2 :=
    funext fun U => by rw [(hasDerivAt_uhfEnergy ht U).deriv, uhfSlope_eq ht]
  have hc : Continuous (deriv (uhfEnergy t)) := by
    rw [hder]
    have c1 : Continuous fun _ : ℝ => 2 * t ^ 2 := continuous_const
    have c2 : Continuous fun U : ℝ => (max U (2 * t)) ^ 2 := by fun_prop
    exact c1.div c2 fun U => pow_ne_zero 2 (ne_of_gt (lt_of_lt_of_le h2 (le_max_right _ _)))
  have hL : HasDerivWithinAt (deriv (uhfEnergy t)) 0 (Iic (2 * t)) (2 * t) := by
    rw [hder]
    exact (hasDerivAt_const (2 * t) (2 * t ^ 2 / (2 * t) ^ 2)).hasDerivWithinAt.congr
      (fun x hx => by simp only [max_eq_right (mem_Iic.mp hx)]) (by simp only [max_self])
  have hR : HasDerivWithinAt (deriv (uhfEnergy t)) (-1 / (2 * t)) (Ici (2 * t)) (2 * t) := by
    rw [hder]
    have hp : HasDerivAt (fun x : ℝ => x ^ 2) (2 * (2 * t)) (2 * t) :=
      (hasDerivAt_pow 2 (2 * t)).congr_deriv (by norm_num)
    have hd : HasDerivAt (fun x : ℝ => 2 * t ^ 2 / x ^ 2) (-1 / (2 * t)) (2 * t) :=
      ((hasDerivAt_const (2 * t) (2 * t ^ 2)).fun_div hp (by positivity)).congr_deriv
        (by rw [div_eq_div_iff (by positivity) (by positivity)]; ring)
    exact hd.hasDerivWithinAt.congr
      (fun x hx => by simp only [max_eq_left (mem_Ici.mp hx)]) (by simp only [max_self])
  refine ⟨contDiff_one_iff_deriv.mpr
    ⟨fun U => (hasDerivAt_uhfEnergy ht U).differentiableAt, hc⟩, hL, hR, fun hd => ?_⟩
  -- a two-sided derivative would equal both one-sided slopes
  have e1 := UniqueDiffWithinAt.eq_deriv _
    (uniqueDiffOn_Iic (2 * t) _ (mem_Iic.mpr le_rfl)) hL hd.hasDerivAt.hasDerivWithinAt
  have e2 := UniqueDiffWithinAt.eq_deriv _
    (uniqueDiffOn_Ici (2 * t) _ (mem_Ici.mpr le_rfl)) hR hd.hasDerivAt.hasDerivWithinAt
  have hneg : -1 / (2 * t) < 0 := div_neg_of_neg_of_pos (by norm_num) h2
  linarith

end

end CoulsonFischerDimer
```

```lean
#print axioms CoulsonFischerDimer.uhf_isLeast
-- 'CoulsonFischerDimer.uhf_isLeast' depends on axioms: [propext, Classical.choice, Quot.sound]
#print axioms CoulsonFischerDimer.uhf_lt_rhf_iff
-- 'CoulsonFischerDimer.uhf_lt_rhf_iff' depends on axioms: [propext, Classical.choice, Quot.sound]
#print axioms CoulsonFischerDimer.hasDerivAt_uhfEnergy
-- 'CoulsonFischerDimer.hasDerivAt_uhfEnergy' depends on axioms: [propext, Classical.choice, Quot.sound]
#print axioms CoulsonFischerDimer.coulson_fischer_kink
-- 'CoulsonFischerDimer.coulson_fischer_kink' depends on axioms: [propext, Classical.choice, Quot.sound]
```

## What the theorems say about the dimer

An orbital is a function `Fin 2 → ℝ`, with `φ 0` and `φ 1` for $\varphi_0,\varphi_1$, and normalisation is `φ ⬝ᵥ φ = 1` with no overlap matrix, since the basis is orthonormal. The matrix `hopping t` is $h$; the sign $-t$ makes the bonding orbital the lower one for $t>0$. The expression `detEnergy t U φ ψ` is $E(\varphi,\psi)$. It is a definition: no two-electron Hamiltonian or antisymmetrised state is constructed, and the reduction of the expectation value to this formula is taken as given.

`IsLeast S x` means that `x` lies in the set `S` and is a lower bound of it. So `rhf_isLeast` says that for $t,U\ge0$ the value $U/2-2t$ is the attained RHF minimum, and `uhf_isLeast` says that for $t\ge0$, $U>0$ the piecewise function `uhfEnergy t U` is the attained minimum over all pairs. The equivalence `uhf_lt_rhf_iff` states that for $t>0$ the curve lies strictly below the RHF line exactly when $U>2t$.

The main theorem `coulson_fischer_kink` assumes only `0 < t`, a bond with nonzero hopping of the chosen sign, and has four parts. `ContDiff ℝ 1 (uhfEnergy t)` is continuous differentiability on the whole real line, hence for $U>0$. The two `HasDerivWithinAt` statements concern `deriv (uhfEnergy t)`, restricted to `Iic (2 * t)`, the half-line $U\le 2t$, and `Ici (2 * t)`, the half-line $U\ge 2t$; they give the one-sided second derivatives $0$ and $-1/(2t)$. The last part denies `DifferentiableAt` for the slope at $2t$. Lean's `deriv` returns $0$ where no derivative exists, but the first part rules this out, so `deriv` is the true slope everywhere.

The main theorem is about the formula, and `uhf_isLeast` is what ties it to Hartree–Fock, for $U>0$ only. Complex orbitals and orbitals that mix the two spin directions are not in the set being minimised over, and nothing is stated about uniqueness of the minimiser. For a molecule the Coulson–Fischer point is a bond length at which the unrestricted solution separates from the restricted one. In the dimer the geometry is absent, $t$ is held fixed, and the derivatives are taken with respect to $U$.

## How the Lean proof follows the algebra

`detEnergy_expand` is $E=-2tm+UD$, and `detEnergy_polarised` inserts the one-angle pair and uses `Real.sin_two_mul`. In `rhf_isLeast` the bonding orbital is the constant function `r` with `r ^ 2 = 1 / 2`; the bound on $m$ is `hm`, the identity for $D$ is `hD`, and `nlinarith` combines them using `hm` multiplied by $t\ge0$ and the square in `hD` multiplied by $U\ge0$.

In `uhf_isLeast` membership splits on $U\le2t$: the first case takes the RHF orbital twice, and the second takes $\theta=\tfrac12\arcsin(2t/U)$. For the lower bound, `hid` is the sum-of-squares identity, closed by `linear_combination` with a multiple of the difference `h1 - h2` of the two normalisation conditions. Then `generalize` replaces the orbital expressions by two real numbers `m` and `D`. The hints `mul_nonneg ha hb` and `sq_nonneg (U * m - 2 * t)` are the factorised $f(m)-f(1)$ and the completed square. In `uhf_lt_rhf_iff` the hint is $(U-2t)^2>0$.

`uhfSlope_eq` is the formula with the maximum. `hasDerivAt_uhfEnergy` proves a derivative within each closed half-line, `left` and `right`, where `he` records that the branch $-2t^2/U$ is also valid at the endpoint $2t$. Away from $2t$ a half-line is a neighbourhood of the point, and at $2t$ the two statements carry the same value and are joined through `Iic_union_Ici`.

In the main theorem `hder` identifies the slope, `hc` gives its continuity, and `contDiff_one_iff_deriv` turns differentiability with continuous derivative into the first part. The terms `hL` and `hR` differentiate a constant and $2t^2/U^2$. Finally `UniqueDiffWithinAt.eq_deriv`, applied on each half-line, forces a two-sided derivative to equal $0$ and $-1/(2t)$, against `hneg`.

## The point $U=2t$ in a self-consistent-field run

What follows, including the two counter-examples, is ordinary algebra that the file does not contain. The UHF Fock matrices of the model are $F^\uparrow=h+U\,\mathrm{diag}(\psi_0^2,\psi_1^2)$ and $F^\downarrow=h+U\,\mathrm{diag}(\varphi_0^2,\varphi_1^2)$. Take the plain iteration that builds both matrices from the current pair and then puts each electron in the lowest eigenvector of its own matrix. In exact arithmetic, a start from $\varphi=\psi$ keeps $F^\uparrow=F^\downarrow$ at every step, and from the bonding orbital it returns $U/2-2t$ even for $U>2t$. The Fock matrices depend only on the squared coefficients, so $F^\uparrow=F^\downarrow$ also persists from any start with $\varphi_0^2=\psi_0^2$, such as $\varphi=-\psi$. For this plain iteration to reach the lower branch the guess must therefore have $\varphi_0^2\ne\psi_0^2$, and a stability test of the RHF solution supplies a direction in which to displace it. With $\theta=\pi/4+\delta$ the energy is $U/2-2t+(4t-2U)\delta^2+O(\delta^4)$, so the curvature along the spin-polarising rotation changes sign at $U=2t$. In a scan over $U$ with step $\varepsilon$, the central second difference $[E_{\rm UHF}(2t+\varepsilon)-2E_{\rm UHF}(2t)+E_{\rm UHF}(2t-\varepsilon)]/\varepsilon^2$ converges to $-1/(4t)$, the mean of the one-sided values, although no second derivative exists there.

## Zero hopping and attractive interaction

With $t=0$ the function `uhfEnergy 0` equals $U/2$ for $U\le0$ and $0$ for $U>0$. Its slopes at $U=2t=0$ are $\tfrac12$ and $0$, so it is not differentiable there and the first part of `coulson_fischer_kink` is false without `ht`.

With the sign condition on $U$ removed from `uhf_isLeast`, take $t=1$ and $U=-6$. The formula gives $-3-2=-5$, while $\varphi=\psi=(1,0)$ has $m=0$, $D=1$ and energy $-6$. The curve is continuously differentiable at negative $U$, but at this value it is not the minimum.
